# In an infinite half-filled Hückel chain, small enough dimerisation gains more π energy than it costs elastically, at any harmonic stiffness

**Question.** Take an infinite chain of equally spaced atoms with one π electron each, and let the bonds become alternately shorter and longer. A gap opens at the Fermi level and the occupied levels drop, but the σ framework resists with an elastic energy $Kd^2$, where $d$ measures the bond alternation through the relative change it makes in the hoppings. I have learnt that the electrons win at small $d$ however stiff the framework is, because their gain contains a logarithm. Can this be made rigorous, with explicit bounds, and checked by machine?

**Answer.** Yes, for non-interacting electrons. With hoppings $t(1\pm d)$ and $t>0$, the occupied band is $-2t\sqrt{\cos^2x+d^2\sin^2x}$, where $x$ is half the wave number times the cell length. In units of $8t/\pi$ per two-atom cell, spin included, the gain is

$$G(d)=\int_0^{\pi/2}\left(\sqrt{\cos^2x+d^2\sin^2x}-\cos x\right)dx .$$

### From one level to the logarithm

Let $d>0$ and $0\le x\le\pi/2$, and write $c=\cos x$, $s=\sin x$ and $r=\sqrt{c^2+d^2s^2}$, so that $c$ and $s$ are non-negative, as `level_bounds` below requires. Then $(r-c)(r+c)=d^2s^2$.

*Lower bound.* Since $r\le c+ds\le c+d$, we have $r-c\ge d^2s^2/(2c+d)$. Also $s-s^2\le 1-s^2=c^2\le c(2c+d)/2$, so

$$r-c\ \ge\ d^2\left(\frac{s}{2c+d}-\frac c2\right).$$

*Upper bound.* From $r\ge ds$ and $r-c\le ds$,

$$(r-c)(c+d)=d^2s^2+(r-c)(d-r)\le d^2s^2+ds\cdot d(1-s)=d^2s .$$

Feeding this back,

$$(r-c)(2c+d)=d^2s^2+d(r-c)-(r-c)^2\le d^2s+\frac{d^3s}{c+d}.$$

Dividing by $2c+d\ge c+d$ gives

$$r-c\ \le\ d^2\left(\frac{s}{2c+d}+\frac{ds}{(c+d)^2}\right).$$

*Integration.* Over $[0,\pi/2]$, the terms $s/(2c+d)$, $c/2$ and $ds/(c+d)^2$ integrate to $\tfrac12\log(1+2/d)$, $\tfrac12$ and $1-d/(1+d)\le1$. Hence

$$d^2\left(\tfrac12\log(1+\tfrac2d)-\tfrac12\right)\le G(d)\le d^2\left(\tfrac12\log(1+\tfrac2d)+1\right).$$

*Against the elastic cost.* If $de^{2K+1}\le2$, then $\log(1+2/d)>2K+1$, and the lower bound gives $G(d)>Kd^2$. As $K$ is arbitrary, $G(d)/d^2\to\infty$ as $d\to0^+$. Conversely, if $G(d)>Kd^2$, the upper bound gives $d(e^{2K-2}-1)<2$. For $K>1$ this confines favourable distortions to $d<2/(e^{2K-2}-1)$, exponentially small in the stiffness.

### The chain in Lean

`piEnergy d` is minus the integral of the square root; integrating only the lower band encodes half filling at zero temperature. `dimerisationGain d` is $G(d)$, and `totalEnergy K d` adds $Kd^2$, with $K$ in the same energy units. The filter `𝓝[>] 0` means $d\to0$ from above, and `∀ᶠ` means "for all sufficiently small $d>0$".

The model assumes an infinite chain, hoppings linear in the distortion and a classical harmonic lattice. The theorems compare energies with the uniform chain; they do not locate a minimum.

```lean
import Mathlib

open Filter Topology
open scoped Real

namespace PeierlsLogarithm

noncomputable section

/-- The pi energy of the half-filled chain with dimerisation `d`: the integral of the occupied
band's energy over half the reduced zone, `0 ≤ x ≤ π / 2`, in scaled units. -/
def piEnergy (d : ℝ) : ℝ :=
  -∫ x in (0 : ℝ)..(π / 2), √(Real.cos x ^ 2 + d ^ 2 * Real.sin x ^ 2)

/-- The integrated lowering of the occupied band when the chain dimerises by `d`. -/
def dimerisationGain (d : ℝ) : ℝ :=
  ∫ x in (0 : ℝ)..(π / 2), (√(Real.cos x ^ 2 + d ^ 2 * Real.sin x ^ 2) - Real.cos x)

/-- The pi energy plus a harmonic elastic energy of stiffness `K`. -/
def totalEnergy (K d : ℝ) : ℝ := K * d ^ 2 + piEnergy d

/-- The dimerisation gain is the pi energy of the uniform chain minus that of the
dimerised chain. -/
theorem dimerisationGain_eq (d : ℝ) : dimerisationGain d = piEnergy 0 - piEnergy d := by
  have h0 : ∫ x in (0 : ℝ)..(π / 2), √(Real.cos x ^ 2 + (0 : ℝ) ^ 2 * Real.sin x ^ 2)
      = ∫ x in (0 : ℝ)..(π / 2), Real.cos x := by
    apply intervalIntegral.integral_congr
    intro x hx
    rw [Set.uIcc_of_le (by positivity)] at hx
    have hc : 0 ≤ Real.cos x :=
      Real.cos_nonneg_of_mem_Icc ⟨by linarith [hx.1, Real.pi_pos], hx.2⟩
    have e : Real.cos x ^ 2 + (0 : ℝ) ^ 2 * Real.sin x ^ 2 = Real.cos x ^ 2 := by ring
    change √(Real.cos x ^ 2 + (0 : ℝ) ^ 2 * Real.sin x ^ 2) = Real.cos x
    rw [e, Real.sqrt_sq hc]
  unfold dimerisationGain piEnergy
  rw [h0, intervalIntegral.integral_sub
    (Continuous.intervalIntegrable (by fun_prop) _ _)
    (Continuous.intervalIntegrable (by fun_prop) _ _)]
  ring

/-- Bounds on the lowering of a single band level, where `c` and `s` are the cosine and sine of half
its wave number times the cell length. -/
theorem level_bounds {c s d : ℝ} (hc : 0 ≤ c) (hs : 0 ≤ s) (h : c ^ 2 + s ^ 2 = 1)
    (hd : 0 < d) :
    d ^ 2 * (s / (2 * c + d) - c / 2) ≤ √(c ^ 2 + d ^ 2 * s ^ 2) - c ∧
    √(c ^ 2 + d ^ 2 * s ^ 2) - c ≤ d ^ 2 * (s / (2 * c + d) + d * s / (c + d) ^ 2) := by
  have hs1 : s ≤ 1 := by nlinarith [sq_nonneg c]
  have hds : 0 ≤ d * s := mul_nonneg hd.le hs
  have hr2 : √(c ^ 2 + d ^ 2 * s ^ 2) ^ 2 = c ^ 2 + d ^ 2 * s ^ 2 :=
    Real.sq_sqrt (by positivity)
  have hrc : c ≤ √(c ^ 2 + d ^ 2 * s ^ 2) :=
    Real.le_sqrt_of_sq_le (by nlinarith [sq_nonneg (d * s)])
  have hrs : d * s ≤ √(c ^ 2 + d ^ 2 * s ^ 2) :=
    Real.le_sqrt_of_sq_le (by nlinarith [sq_nonneg c])
  have hru : √(c ^ 2 + d ^ 2 * s ^ 2) ≤ c + d * s :=
    Real.sqrt_le_iff.mpr ⟨by positivity, by nlinarith [mul_nonneg hc hds]⟩
  generalize √(c ^ 2 + d ^ 2 * s ^ 2) = r at *
  have hP : 0 < c + d := by linarith
  have hQ : 0 < 2 * c + d := by linarith
  have hrd : r ≤ c + d := by nlinarith
  have hu : 0 ≤ r - c := by linarith
  constructor
  · have e : d ^ 2 * (s / (2 * c + d) - c / 2)
        = d ^ 2 * (s - c * (2 * c + d) / 2) / (2 * c + d) := by
      field_simp
    rw [e, div_le_iff₀ hQ]
    have h1 : s - c * (2 * c + d) / 2 ≤ s ^ 2 := by
      nlinarith [mul_nonneg hc hd.le, sq_nonneg (1 - s)]
    have h2 := mul_le_mul_of_nonneg_left h1 (sq_nonneg d)
    have h3 : 0 ≤ (r - c) * (c + d - r) := mul_nonneg hu (by linarith)
    nlinarith
  · -- a first estimate, which is then fed back to sharpen the leading coefficient
    have hss : d ^ 2 * s ^ 2 ≤ d ^ 2 * s :=
      mul_le_mul_of_nonneg_left (by nlinarith) (sq_nonneg d)
    have h1 : (r - c) * (c + d) ≤ d ^ 2 * s := by
      have a1 : (r - c) * (d - r) ≤ (r - c) * (d * (1 - s)) :=
        mul_le_mul_of_nonneg_left (by linarith) hu
      have a2 : (r - c) * (d * (1 - s)) ≤ (d * s) * (d * (1 - s)) :=
        mul_le_mul_of_nonneg_right (by linarith) (mul_nonneg hd.le (by linarith))
      linarith
    have h2 : r - c ≤ d ^ 2 * s / (c + d) := (le_div_iff₀ hP).mpr h1
    have h3 : (r - c) * (2 * c + d) ≤ d ^ 2 * s + d * (r - c) := by
      nlinarith [mul_nonneg hu hu]
    have h4 : d * (r - c) ≤ d * (d ^ 2 * s / (c + d)) :=
      mul_le_mul_of_nonneg_left h2 hd.le
    have h5 : d * (d ^ 2 * s / (c + d)) ≤ d ^ 3 * s / (c + d) ^ 2 * (2 * c + d) := by
      have e : d * (d ^ 2 * s / (c + d)) = d ^ 3 * s / (c + d) ^ 2 * (c + d) := by
        field_simp
      rw [e]
      exact mul_le_mul_of_nonneg_left (by linarith) (by positivity)
    have e : d ^ 2 * (s / (2 * c + d) + d * s / (c + d) ^ 2)
        = (d ^ 2 * s + d ^ 3 * s / (c + d) ^ 2 * (2 * c + d)) / (2 * c + d) := by
      field_simp
    rw [e, le_div_iff₀ hQ]
    linarith

/-- The Peierls logarithm: the gain is `d ^ 2 * log (1 + 2 / d) / 2` up to an error between
`-d ^ 2 / 2` and `d ^ 2`. -/
theorem gain_bounds {d : ℝ} (hd : 0 < d) :
    d ^ 2 * (Real.log (1 + 2 / d) / 2 - 1 / 2) ≤ dimerisationGain d ∧
    dimerisationGain d ≤ d ^ 2 * (Real.log (1 + 2 / d) / 2 + 1) := by
  have hpi : (0 : ℝ) ≤ π / 2 := by positivity
  have hcos : ∀ x ∈ Set.Icc (0 : ℝ) (π / 2), 0 ≤ Real.cos x := fun x hx =>
    Real.cos_nonneg_of_mem_Icc ⟨by linarith [hx.1, Real.pi_pos], hx.2⟩
  have hsin : ∀ x ∈ Set.Icc (0 : ℝ) (π / 2), 0 ≤ Real.sin x := fun x hx =>
    Real.sin_nonneg_of_nonneg_of_le_pi hx.1 (by linarith [hx.2, Real.pi_pos])
  have hQ : ∀ x ∈ Set.uIcc (0 : ℝ) (π / 2), 2 * Real.cos x + d ≠ 0 := by
    intro x hx
    rw [Set.uIcc_of_le hpi] at hx
    have h : 0 < 2 * Real.cos x + d := by linarith [hcos x hx]
    exact h.ne'
  have hP : ∀ x ∈ Set.uIcc (0 : ℝ) (π / 2), Real.cos x + d ≠ 0 := by
    intro x hx
    rw [Set.uIcc_of_le hpi] at hx
    have h : 0 < Real.cos x + d := by linarith [hcos x hx]
    exact h.ne'
  have hlog : Real.log (1 + 2 / d) = Real.log (2 + d) - Real.log d := by
    have e : 1 + 2 / d = (2 + d) / d := by
      rw [add_div, div_self hd.ne', add_comm]
    rw [e, Real.log_div (by positivity) hd.ne']
  have c1 : ContinuousOn (fun x => Real.sin x / (2 * Real.cos x + d))
      (Set.uIcc (0 : ℝ) (π / 2)) :=
    ContinuousOn.div (by fun_prop) (by fun_prop) hQ
  have c2 : ContinuousOn (fun x => d * Real.sin x / (Real.cos x + d) ^ 2)
      (Set.uIcc (0 : ℝ) (π / 2)) :=
    ContinuousOn.div (by fun_prop) (by fun_prop) (fun x hx => pow_ne_zero 2 (hP x hx))
  have c3 : ContinuousOn (fun x => Real.cos x / 2) (Set.uIcc (0 : ℝ) (π / 2)) := by
    fun_prop
  have iL : IntervalIntegrable
      (fun x => Real.sin x / (2 * Real.cos x + d) - Real.cos x / 2)
      MeasureTheory.volume 0 (π / 2) := (c1.sub c3).intervalIntegrable
  have iU : IntervalIntegrable
      (fun x => Real.sin x / (2 * Real.cos x + d) + d * Real.sin x / (Real.cos x + d) ^ 2)
      MeasureTheory.volume 0 (π / 2) := (c1.add c2).intervalIntegrable
  have dlog : ∀ x ∈ Set.uIcc (0 : ℝ) (π / 2), HasDerivAt
      (fun y => Real.log (2 * Real.cos y + d))
      (2 * (-Real.sin x) / (2 * Real.cos x + d)) x := fun x hx =>
    (((Real.hasDerivAt_cos x).const_mul 2).add_const d).log (hQ x hx)
  -- both comparison functions have elementary antiderivatives
  have vL : ∫ x in (0 : ℝ)..(π / 2),
      (Real.sin x / (2 * Real.cos x + d) - Real.cos x / 2)
      = Real.log (1 + 2 / d) / 2 - 1 / 2 := by
    rw [intervalIntegral.integral_eq_sub_of_hasDerivAt
      (f := fun y => -(1 / 2) * Real.log (2 * Real.cos y + d) - Real.sin y / 2)
      (fun x hx => (((dlog x hx).const_mul (-(1 / 2))).fun_sub
        ((Real.hasDerivAt_sin x).div_const 2)).congr_deriv (by ring)) iL, hlog]
    simp only [Real.cos_pi_div_two, Real.sin_pi_div_two, Real.cos_zero, Real.sin_zero,
      mul_zero, zero_add, mul_one]
    ring
  have vU : ∫ x in (0 : ℝ)..(π / 2),
      (Real.sin x / (2 * Real.cos x + d) + d * Real.sin x / (Real.cos x + d) ^ 2)
      = Real.log (1 + 2 / d) / 2 + 1 - d / (1 + d) := by
    rw [intervalIntegral.integral_eq_sub_of_hasDerivAt
      (f := fun y => -(1 / 2) * Real.log (2 * Real.cos y + d) + d / (Real.cos y + d))
      (fun x hx => (((dlog x hx).const_mul (-(1 / 2))).fun_add
        ((hasDerivAt_const x d).fun_div ((Real.hasDerivAt_cos x).add_const d)
          (hP x hx))).congr_deriv (by ring)) iU, hlog]
    simp only [Real.cos_pi_div_two, Real.cos_zero, mul_zero, zero_add, mul_one,
      div_self hd.ne']
    ring
  have iG : IntervalIntegrable
      (fun x => √(Real.cos x ^ 2 + d ^ 2 * Real.sin x ^ 2) - Real.cos x)
      MeasureTheory.volume 0 (π / 2) := Continuous.intervalIntegrable (by fun_prop) _ _
  have key := fun x (hx : x ∈ Set.Icc (0 : ℝ) (π / 2)) =>
    level_bounds (hcos x hx) (hsin x hx) (Real.cos_sq_add_sin_sq x) hd
  constructor
  · rw [← vL, ← intervalIntegral.integral_const_mul]
    exact intervalIntegral.integral_mono_on hpi (iL.const_mul _) iG
      (fun x hx => (key x hx).1)
  · have hU : dimerisationGain d ≤ d ^ 2 * (Real.log (1 + 2 / d) / 2 + 1 - d / (1 + d)) := by
      rw [← vU, ← intervalIntegral.integral_const_mul]
      exact intervalIntegral.integral_mono_on hpi iG (iU.const_mul _)
        (fun x hx => (key x hx).2)
    have hq : 0 ≤ d / (1 + d) := by positivity
    exact hU.trans (mul_le_mul_of_nonneg_left (by linarith) (sq_nonneg d))

/-- For stiffness `K`, every dimerisation `d > 0` with `d * exp (2 K + 1) ≤ 2` gains more
pi energy than the elastic energy it costs. -/
theorem elastic_lt_gain {K d : ℝ} (hd : 0 < d) (h : d * Real.exp (2 * K + 1) ≤ 2) :
    K * d ^ 2 < dimerisationGain d := by
  have h1 : Real.exp (2 * K + 1) ≤ 2 / d := by
    rw [le_div_iff₀ hd]
    linarith
  have h2 : 2 * K + 1 < Real.log (1 + 2 / d) :=
    (Real.lt_log_iff_exp_lt (by positivity)).mpr (by linarith)
  have h3 : d ^ 2 * K < d ^ 2 * (Real.log (1 + 2 / d) / 2 - 1 / 2) :=
    mul_lt_mul_of_pos_left (by linarith) (by positivity)
  linarith [(gain_bounds hd).1]

/-- The gain divided by `d ^ 2` tends to infinity as the dimerisation `d` tends to zero
from above. -/
theorem gain_div_sq_tendsto_atTop :
    Tendsto (fun d : ℝ => dimerisationGain d / d ^ 2) (𝓝[>] 0) atTop := by
  refine tendsto_atTop.mpr fun K => ?_
  have hb : (0 : ℝ) < 2 / Real.exp (2 * K + 1) := by positivity
  filter_upwards [Ioo_mem_nhdsGT hb] with d hd
  have hd0 : 0 < d := hd.1
  rw [le_div_iff₀ (by positivity)]
  exact (elastic_lt_gain hd0 ((lt_div_iff₀ (Real.exp_pos _)).mp hd.2).le).le

/-- Peierls instability: for every stiffness `K`, all sufficiently small dimerisations
`d > 0` have lower total energy than the uniform chain. -/
theorem peierls_instability (K : ℝ) :
    ∀ᶠ d in 𝓝[>] (0 : ℝ), totalEnergy K d < totalEnergy K 0 := by
  have hb : (0 : ℝ) < 2 / Real.exp (2 * K + 1) := by positivity
  filter_upwards [Ioo_mem_nhdsGT hb] with d hd
  have h := elastic_lt_gain hd.1 ((lt_div_iff₀ (Real.exp_pos _)).mp hd.2).le
  rw [dimerisationGain_eq] at h
  unfold totalEnergy
  linarith

/-- A dimerisation `d > 0` that lowers the total energy at stiffness `K` satisfies
`d * (exp (2 K - 2) - 1) < 2`. -/
theorem favourable_dimerisation_small {K d : ℝ} (hd : 0 < d)
    (h : totalEnergy K d < totalEnergy K 0) : d * (Real.exp (2 * K - 2) - 1) < 2 := by
  have h1 : d ^ 2 * K < d ^ 2 * (Real.log (1 + 2 / d) / 2 + 1) := by
    have hg := (gain_bounds hd).2
    rw [dimerisationGain_eq] at hg
    unfold totalEnergy at h
    linarith
  have h2 : K < Real.log (1 + 2 / d) / 2 + 1 := lt_of_mul_lt_mul_left h1 (sq_nonneg d)
  have h3 : Real.exp (2 * K - 2) < 1 + 2 / d :=
    (Real.lt_log_iff_exp_lt (by positivity)).mp (by linarith)
  have h4 : Real.exp (2 * K - 2) - 1 < 2 / d := by linarith
  rw [lt_div_iff₀ hd] at h4
  linarith

end

end PeierlsLogarithm
```

```lean
#print axioms PeierlsLogarithm.elastic_lt_gain
-- 'PeierlsLogarithm.elastic_lt_gain' depends on axioms: [propext, Classical.choice, Quot.sound]
#print axioms PeierlsLogarithm.gain_div_sq_tendsto_atTop
-- 'PeierlsLogarithm.gain_div_sq_tendsto_atTop' depends on axioms: [propext, Classical.choice, Quot.sound]
#print axioms PeierlsLogarithm.peierls_instability
-- 'PeierlsLogarithm.peierls_instability' depends on axioms: [propext, Classical.choice, Quot.sound]
#print axioms PeierlsLogarithm.favourable_dimerisation_small
-- 'PeierlsLogarithm.favourable_dimerisation_small' depends on axioms: [propext, Classical.choice, Quot.sound]
```

### How the proof follows the calculation

- `dimerisationGain_eq` identifies $G(d)$ with the drop in π energy, using $\sqrt{\cos^2x}=\cos x$ on the interval.
- `level_bounds` is the pointwise argument. It replaces the square root by a variable `r`, keeping only the inequalities above and `r ^ 2`; `nlinarith` and `linarith` do the algebra.
- `gain_bounds` evaluates the comparison integrals from their antiderivatives (`vL`, `vU`) and transfers the pointwise bounds with `integral_mono_on`.
- `elastic_lt_gain` exponentiates the lower bound. `gain_div_sq_tendsto_atTop` and `peierls_instability` apply it on the interval $0<d<2/e^{2K+1}$.
- `favourable_dimerisation_small` exponentiates the upper bound.

### A finite ring, and the exact rate

The chain could also have been modelled as a finite ring, with a sum over discrete $x$. If no level sits at $x=\pi/2$, the gain divided by $d^2$ stays bounded as $d\to0$, and a stiff enough ring resists small distortions. Any fixed k-point grid that misses $x=\pi/2$, however fine, loses the logarithm of this non-interacting model in the same way as $d\to0$.

The two-sided bound also yields the leading behaviour by squeezing: $G(d)/\bigl(d^2\log(1/d)\bigr)\to\tfrac12$ as $d\to0^+$, a corollary that the file does not state.
